# Neglecting a Hermitian overlap matrix only on the right of $Hc=EOc$ makes the levels depend on the energy zero unless it is the identity

Q: Let me fix the terms first. I have finitely many orbitals $\chi_i$, a Hamiltonian matrix $H_{ij}=\langle\chi_i|\hat H|\chi_j\rangle$ and an overlap matrix $O_{ij}=\langle\chi_i|\chi_j\rangle$. Moving the energy zero by a real $x$ adds the constant $x$ to $\hat H$. What do these become in Lean?

A: The orbitals are labelled by a finite type `n`, and `H` and `O` are complex matrices over it. For $N$th-order muffin-tin orbitals (NMTOs), take them at one Bloch vector, with the orbitals held fixed while the zero moves.

```lean
import Mathlib

open Matrix
open scoped ComplexOrder

namespace NeglectedOverlap

variable {n : Type*} [Fintype n] [DecidableEq n]
```

Since $\langle\chi_i|\hat H+x|\chi_j\rangle=H_{ij}+xO_{ij}$, the shifted Hamiltonian matrix is $H+xO$. We always quote the energy $E$ relative to the original zero, so the shifted energy is $E+x$. The matrix that will matter is $H+x(O-1)$, where $1$ is the identity:

```lean
/-- The matrix `H + x (O - 1)` built from the Hamiltonian `H`, the overlap `O` and the
real shift `x` of the energy zero. -/
def shifted (H O : Matrix n n ℂ) (x : ℝ) : Matrix n n ℂ :=
  H + (x : ℂ) • (O - 1)
```

Its levels are the roots of its characteristic polynomial, kept as a multiset, so that a doubly degenerate level appears twice.

```lean
/-- The levels of `H + x (O - 1)`: its eigenvalues, counted with algebraic multiplicity. -/
noncomputable def levels (H O : Matrix n n ℂ) (x : ℝ) : Multiset ℂ :=
  (shifted H O x).charpoly.roots
```

Q: Algebraic multiplicity is not what I count in a band plot. I count independent states.

A: When $H$ and $O$ are Hermitian, so is $H+x(O-1)$. The levels are then real and the two counts agree. The definition also accepts other matrices, which is why it takes complex roots.

Q: Surely a constant shift is harmless in any correct calculation?

A: With the overlap kept, it is. The equation is $(H+xO)c=(E+x)Oc$, and subtracting $xOc$ from both sides leaves $Hc=EOc$. The same pairs $(E,c)$ solve both. The Lean proof expands both sides and cancels the common term.

```lean
omit [DecidableEq n] in
/-- With the overlap kept, a shift of the energy zero by `x` leaves the solutions `(E, c)`
of the generalized eigenvalue problem unchanged. -/
theorem exact_problem_shift (H O : Matrix n n ℂ) (x : ℝ) (E : ℂ) (c : n → ℂ) :
    (H + (x : ℂ) • O) *ᵥ c = (E + x) • (O *ᵥ c) ↔ H *ᵥ c = E • (O *ᵥ c) := by
  rw [Matrix.add_mulVec, Matrix.smul_mulVec, add_smul]
  exact add_left_inj _
```

Q: And if I neglect the overlap, why does $O$ survive on the left? Dropping it everywhere would give $H+x$, and the shift would be harmless again.

A: It would, but $H+x$ is not the matrix of $\hat H+x$ in these orbitals. The approximation studied here computes the Hamiltonian matrix faithfully and replaces $O$ by $1$ only on the right:
$$(H+xO)c=(E+x)c\iff \bigl(H+x(O-1)\bigr)c=Ec,$$
by subtracting $xc$ from both sides.

```lean
/-- With the overlap on the right replaced by the identity, the shifted problem is the
ordinary eigenvalue problem of `H + x (O - 1)`. -/
theorem neglected_problem_iff (H O : Matrix n n ℂ) (x : ℝ) (E : ℂ) (c : n → ℂ) :
    (H + (x : ℂ) • O) *ᵥ c = (E + x) • c ↔ shifted H O x *ᵥ c = E • c := by
  have h : shifted H O x *ᵥ c = (H + (x : ℂ) • O) *ᵥ c - (x : ℂ) • c := by
    simp only [shifted, Matrix.add_mulVec, Matrix.smul_mulVec, Matrix.sub_mulVec,
      Matrix.one_mulVec, smul_sub]
    abel
  rw [h, sub_eq_iff_eq_add, add_smul]
```

Q: Does the multiset of polynomial roots really contain the energies of that problem?

A: Yes. $E$ is a root exactly when $\det\bigl(E-H-x(O-1)\bigr)=0$, hence exactly when this matrix sends some nonzero $c$ to zero. The next theorem follows that chain and then applies the previous equivalence.

```lean
/-- An energy `E` is among the levels exactly when the shifted problem with neglected
overlap has a nonzero solution `c` at `E`. -/
theorem mem_levels_iff (H O : Matrix n n ℂ) (x : ℝ) (E : ℂ) :
    E ∈ levels H O x ↔ ∃ c : n → ℂ, c ≠ 0 ∧ (H + (x : ℂ) • O) *ᵥ c = (E + x) • c := by
  rw [levels, Polynomial.mem_roots (Matrix.charpoly_monic _).ne_zero,
    Polynomial.IsRoot.def, Matrix.eval_charpoly, ← Matrix.exists_mulVec_eq_zero_iff]
  refine exists_congr fun c => and_congr_right fun _ => ?_
  have hs : Matrix.scalar n E *ᵥ c = E • c := by
    ext i
    simp [Matrix.scalar_apply, Matrix.mulVec_diagonal]
  rw [neglected_problem_iff, Matrix.sub_mulVec, sub_eq_zero, hs]
  exact eq_comm
```

Q: Now the main point. Individual eigenvalues are complicated functions of $x$. How do you control them?

A: Through the sum of their squares, which is the trace of the squared matrix. To see that the levels of a matrix $M$ fix $\operatorname{tr}M^2$, write
$$\det(t^2-M^2)=\det(t-M)\det(t+M),\qquad \det(t+M)=(-1)^{|n|}\det(-t-M),$$
with $|n|$ the number of orbitals. The right-hand side contains only the characteristic polynomial of $M$, which is the product of the factors $t-a$ over its roots $a$. Every complex number is some $t^2$, so the characteristic polynomial of $M^2$ is determined too, and the trace is the sum of its roots.

In the code, `key` rebuilds the polynomial from its roots, `sq` is the determinant identity, and `hsq` equates the polynomials of the two squares.

```lean
/-- Two matrices with the same eigenvalues, counted with multiplicity, have squares of
equal trace. -/
theorem trace_sq_eq_of_roots_eq (A B : Matrix n n ℂ)
    (h : A.charpoly.roots = B.charpoly.roots) : (A * A).trace = (B * B).trace := by
  -- over the complex numbers the roots determine the characteristic polynomial
  have key (M : Matrix n n ℂ) :
      (M.charpoly.roots.map fun a => Polynomial.X - Polynomial.C a).prod = M.charpoly :=
    Polynomial.prod_multiset_X_sub_C_of_monic_of_roots_card_eq (Matrix.charpoly_monic M)
      (Polynomial.splits_iff_card_roots.mp (IsAlgClosed.splits _))
  have hp : A.charpoly = B.charpoly := (key A).symm.trans (by rw [h]; exact key B)
  -- det (t² - M²) = det (t - M) det (t + M)
  have sq (M : Matrix n n ℂ) (t : ℂ) : (M * M).charpoly.eval (t * t) =
      M.charpoly.eval t * ((-1) ^ Fintype.card n * M.charpoly.eval (-t)) := by
    rw [Matrix.eval_charpoly, Matrix.eval_charpoly, Matrix.eval_charpoly,
      ← Matrix.det_neg, ← Matrix.det_mul]
    congr 1
    have comm : Matrix.scalar n t * M = M * Matrix.scalar n t :=
      (Matrix.scalar_commute t (Commute.all t) M).eq
    rw [map_mul, map_neg]
    linear_combination (norm := noncomm_ring) -comm
  have hsq : (A * A).charpoly = (B * B).charpoly := by
    refine Polynomial.funext fun s => ?_
    obtain ⟨t, rfl⟩ := IsAlgClosed.exists_eq_mul_self s
    rw [sq, sq, hp]
  rw [Matrix.trace_eq_sum_roots_charpoly, Matrix.trace_eq_sum_roots_charpoly, hsq]
```

Q: And how does that trace depend on $x$?

A: Put $D=O-1$. Because $\operatorname{tr}(DH)=\operatorname{tr}(HD)$,
$$\operatorname{tr}(H+xD)^2=\operatorname{tr}H^2+2x\operatorname{tr}(HD)+x^2\operatorname{tr}D^2 .$$

```lean
/-- The trace of the square of `H + x (O - 1)` is a polynomial of degree at most two in the shift
`x`, and its coefficient of `x²` is the trace of `(O - 1)²`. -/
theorem trace_shifted_sq (H O : Matrix n n ℂ) (x : ℝ) :
    (shifted H O x * shifted H O x).trace = (H * H).trace
      + 2 * x * (H * (O - 1)).trace + (x : ℂ) ^ 2 * ((O - 1) * (O - 1)).trace := by
  unfold shifted
  generalize O - 1 = D
  simp only [Matrix.add_mul, Matrix.mul_add, Matrix.smul_mul, Matrix.mul_smul,
    Matrix.trace_add, Matrix.trace_smul, smul_eq_mul]
  rw [Matrix.trace_mul_comm D H]
  ring
```

Q: So if the levels agree at enough shifts, the quadratic must be constant?

A: Three distinct shifts $x,y,z$ are enough. Write $b=\operatorname{tr}(HD)$ and $d=\operatorname{tr}D^2$. Equal values at $x$ and $y$ give $(x-y)\bigl(2b+d(x+y)\bigr)=0$, so $2b+d(x+y)=0$. In the same way $2b+d(x+z)=0$. Subtracting gives $d(y-z)=0$, so $d=0$.

Since $O$ is Hermitian, so is $D$, and
$$0=\operatorname{tr}D^2=\operatorname{tr}D^\dagger D=\sum_{ij}|D_{ij}|^2 .$$
Every entry of $D$ vanishes, and $O=1$. In Lean, the `linear_combination` line performs the elimination, and `h0` puts the trace into the form $\operatorname{tr}D^\dagger D$.

```lean
/-- If the overlap `O` is Hermitian and the levels agree, with multiplicity, at three
distinct energy zeros, then `O` is the identity. -/
theorem overlap_eq_one_of_three_shifts (H O : Matrix n n ℂ) (hO : O.IsHermitian)
    {x y z : ℝ} (hxy : x ≠ y) (hxz : x ≠ z) (hyz : y ≠ z)
    (h₁ : levels H O x = levels H O y) (h₂ : levels H O x = levels H O z) : O = 1 := by
  have e₁ := trace_sq_eq_of_roots_eq _ _ h₁
  have e₂ := trace_sq_eq_of_roots_eq _ _ h₂
  rw [trace_shifted_sq, trace_shifted_sq] at e₁ e₂
  have hxy' : (x : ℂ) - y ≠ 0 := sub_ne_zero.mpr (by exact_mod_cast hxy)
  have hxz' : (x : ℂ) - z ≠ 0 := sub_ne_zero.mpr (by exact_mod_cast hxz)
  have hyz' : (y : ℂ) - z ≠ 0 := sub_ne_zero.mpr (by exact_mod_cast hyz)
  -- a quadratic with three equal values has no quadratic term
  have hd : ((O - 1) * (O - 1)).trace = 0 := by
    apply mul_left_cancel₀ (mul_ne_zero (mul_ne_zero hxy' hxz') hyz')
    linear_combination ((x : ℂ) - z) * e₁ - ((x : ℂ) - y) * e₂
  -- for the Hermitian matrix O - 1 this trace is the sum of all squared moduli
  have hD : (O - 1)ᴴ = O - 1 := by
    rw [Matrix.conjTranspose_sub, hO.eq, Matrix.conjTranspose_one]
  have h0 : ((O - 1)ᴴ * (O - 1)).trace = 0 := by rw [hD]; exact hd
  exact sub_eq_zero.mp (Matrix.trace_conjTranspose_mul_self_eq_zero_iff.mp h0)
```

The equivalence follows. If the levels agree at all shifts, they agree at $0$, $1$ and $2$, so $O=1$. Conversely, if $O=1$, the matrix is $H$ for every $x$.

```lean
/-- For a Hermitian overlap `O`, the levels obtained by neglecting the overlap are
independent of the energy zero, with multiplicity, if and only if `O` is the identity. -/
theorem levels_independent_iff (H O : Matrix n n ℂ) (hO : O.IsHermitian) :
    (∀ x y : ℝ, levels H O x = levels H O y) ↔ O = 1 := by
  constructor
  · intro h
    exact overlap_eq_one_of_three_shifts H O hO (x := 0) (y := 1) (z := 2)
      (by norm_num) (by norm_num) (by norm_num) (h 0 1) (h 0 2)
  · rintro rfl x y
    simp [levels, shifted]
```

Q: The only hypothesis is `hO`. Where are the Hermitian Hamiltonian and the positive definite overlap?

A: They are special cases: `H` is arbitrary, and `O` need only be Hermitian. For a finite NMTO basis at one Bloch vector, any overlap other than the identity therefore makes the levels depend on the energy zero once it is replaced by the identity on the right but kept in the shifted Hamiltonian matrix. The theorem does not say how large the change is.

Q: Could I drop the condition on $O$ altogether?

A: No. Take
$$H=0,\qquad O=\begin{pmatrix}1&1\\0&1\end{pmatrix}.$$
Then $H+x(O-1)$ is strictly upper triangular, and both its levels are $0$ for every $x$, although $O\neq1$. So it is not enough that the eigenvalues of $O$ are all positive. This $O$ is not Hermitian, so it is not the overlap matrix of any orbitals; it only shows that the algebraic statement needs the hypothesis. The example is checked by hand here and is not in the Lean file.

Q: Then a practical test: I neglect the overlap in this way at two energy zeros and get identical levels, both quoted relative to the original zero. Is my overlap the identity?

A: Not necessarily, even if it is positive definite. Take $H=\operatorname{diag}(0,1)$ and $O=\operatorname{diag}(\tfrac32,\tfrac12)$. At $x=0$ the matrix is $\operatorname{diag}(0,1)$, and at $x=2$ it is $\operatorname{diag}(1,0)$: the two levels have changed places. Lean confirms the agreement by comparing traces and determinants, which fix the characteristic polynomial of a $2\times2$ matrix. A third shift would expose the difference: at $x=1$ both levels are $\tfrac12$. The two orbitals here are orthogonal but not normalized. Normalized orbitals can behave in the same way: for $H=\begin{pmatrix}0&-\frac12\\-\frac12&0\end{pmatrix}$ and $O=\begin{pmatrix}1&\frac12\\\frac12&1\end{pmatrix}$, a case checked by hand and not in the Lean file, the levels are $\pm\tfrac12$ at both $x=0$ and $x=2$, while at $x=1$ both are $0$.

```lean
/-- Two energy zeros do not suffice: for `H = diag(0, 1)` and the positive definite overlap
`O = diag(3/2, 1/2)`, which is not the identity, the levels at shifts `0` and `2` agree. -/
theorem two_shifts_insufficient :
    (diagonal ![3 / 2, 1 / 2] : Matrix (Fin 2) (Fin 2) ℂ).PosDef ∧
    (diagonal ![3 / 2, 1 / 2] : Matrix (Fin 2) (Fin 2) ℂ) ≠ 1 ∧
    levels (diagonal ![0, 1] : Matrix (Fin 2) (Fin 2) ℂ) (diagonal ![3 / 2, 1 / 2]) 0 =
      levels (diagonal ![0, 1]) (diagonal ![3 / 2, 1 / 2]) 2 := by
  refine ⟨?_, ?_, ?_⟩
  · rw [Matrix.posDef_diagonal_iff, Fin.forall_fin_two]
    constructor <;> norm_num [Complex.lt_def]
  · intro h
    have h00 := congrFun (congrFun h 0) 0
    norm_num [Matrix.diagonal] at h00
  · -- the two matrices are diag(0, 1) and diag(1, 0)
    unfold levels
    rw [Matrix.charpoly_fin_two, Matrix.charpoly_fin_two]
    congr 3 <;> norm_num [shifted, Matrix.trace_fin_two, Matrix.det_fin_two]

end NeglectedOverlap
```

```lean
#print axioms NeglectedOverlap.exact_problem_shift
#print axioms NeglectedOverlap.mem_levels_iff
#print axioms NeglectedOverlap.levels_independent_iff
#print axioms NeglectedOverlap.two_shifts_insufficient
```

```
'NeglectedOverlap.exact_problem_shift' depends on axioms: [propext, Classical.choice, Quot.sound]
'NeglectedOverlap.mem_levels_iff' depends on axioms: [propext, Classical.choice, Quot.sound]
'NeglectedOverlap.levels_independent_iff' depends on axioms: [propext, Classical.choice, Quot.sound]
'NeglectedOverlap.two_shifts_insufficient' depends on axioms: [propext, Classical.choice, Quot.sound]
```
